# A rank-one impurity of strength V changes the local Green's function g to g/(1 − Vg) when Vg ≠ 1

To scan the strength $V$ of a defect on one orbital $u$ at a fixed energy $z$, one can solve the linear system $(z-H)x=u$ once and form the number $g=u^\dagger x$. If $z-H$ is invertible, each value of $V$ with $Vg\neq1$ then costs one scalar division, because the local Green's function of the perturbed system is $g/(1-Vg)$. This holds for a non-interacting model with a finite Hamiltonian matrix and an impurity that acts on a single orbital.

## The Hamiltonian, the orbital and the impurity

The basis is orthonormal and its states are labelled by a finite type `n`, so $H$ is a finite complex matrix and $u$ a complex vector. $H$ need not be Hermitian, and $u$ need not be normalised.

```lean
import Mathlib

open Matrix

namespace LocalImpurityDyson

noncomputable section

variable {n : Type*} [Fintype n] [DecidableEq n]
```

The energy $z$ is a complex number, and the matrix to be inverted is $z-H$, with $z$ multiplying the identity.

```lean
/-- The matrix `z - H` for a Hamiltonian matrix `H` and a complex energy `z`. -/
def secular (z : ℂ) (H : Matrix n n ℂ) : Matrix n n ℂ := z • (1 : Matrix n n ℂ) - H
```

The Green's function is $G=(z-H)^{-1}$. The hypothesis `IsUnit (secular z H)` in the theorems below says that $z-H$ is invertible, that is, that $z$ is not an eigenvalue of $H$.

```lean
/-- The Green's function `G(z) = (z - H)⁻¹`, meaningful where `z - H` is invertible. -/
def green (z : ℂ) (H : Matrix n n ℂ) : Matrix n n ℂ := (secular z H)⁻¹
```

The local Green's function is $g=u^\dagger Gu=\sum_i \overline{u_i}\,(Gu)_i$. For a normalised $u$ it is the diagonal element of $G$ in that orbital; in general it is $\|u\|^2$ times that element.

```lean
/-- The local Green's function `g = u† (z - H)⁻¹ u` of the orbital `u`, meaningful where
`z - H` is invertible. -/
def localGreen (z : ℂ) (H : Matrix n n ℂ) (u : n → ℂ) : ℂ := star u ⬝ᵥ (green z H *ᵥ u)
```

The impurity is the matrix $V\,uu^\dagger$, with entries $V u_i\overline{u_j}$. For a normalised $u$, the number $V$ is the shift of the orbital's energy, and a complex $V$ can also describe gain or loss there. For a general $u$ the shift is $V\|u\|^2$.

```lean
/-- The impurity potential `V u u†` of strength `V` acting on the orbital `u`. -/
def impurity (V : ℂ) (u : n → ℂ) : Matrix n n ℂ := V • vecMulVec u (star u)
```

Invertibility gives $(z-H)G=G(z-H)=1$, and both orders are needed later.

```lean
/-- Where `z - H` is invertible, the Green's function is its two-sided inverse. -/
theorem green_inverse {z : ℂ} {H : Matrix n n ℂ} (h : IsUnit (secular z H)) :
    secular z H * green z H = 1 ∧ green z H * secular z H = 1 :=
  ⟨Matrix.mul_nonsing_inv _ ((Matrix.isUnit_iff_isUnit_det _).1 h),
    Matrix.nonsing_inv_mul _ ((Matrix.isUnit_iff_isUnit_det _).1 h)⟩
```

## The impurity seen by the response Gu

Acting on a state $x$, the impurity measures the overlap with $u$ and returns $u$:
$$(V\,uu^\dagger)x=V(u^\dagger x)\,u .$$
The proof compares the two sides component by component.

```lean
omit [DecidableEq n] in
/-- The impurity sends a state `x` to the orbital `u` with amplitude `V (u† x)`. -/
theorem impurity_mulVec (V : ℂ) (u x : n → ℂ) :
    impurity V u *ᵥ x = (V * (star u ⬝ᵥ x)) • u := by
  ext i
  simp only [impurity, Matrix.mulVec, dotProduct, Matrix.smul_apply, vecMulVec_apply,
    Pi.smul_apply, smul_eq_mul, Finset.mul_sum, Finset.sum_mul]
  exact Finset.sum_congr rfl fun j _ => by ring
```

Take $x=Gu$. Since $(z-H)Gu=u$ and $u^\dagger Gu=g$,
$$(z-H-V\,uu^\dagger)\,Gu=u-Vg\,u=(1-Vg)\,u .$$
The proof splits the perturbed matrix into $z-H$ and the impurity (`hs`), then applies the two preceding lemmas.

```lean
/-- If `z - H` is invertible, then `(z - H - V u u†) G u = (1 - V g) u`. -/
theorem secular_impurity_mulVec_green {z : ℂ} {H : Matrix n n ℂ} (h : IsUnit (secular z H))
    (V : ℂ) (u : n → ℂ) :
    secular z (H + impurity V u) *ᵥ (green z H *ᵥ u) = (1 - V * localGreen z H u) • u := by
  have hs : secular z (H + impurity V u) = secular z H - impurity V u := by
    unfold secular; abel
  rw [hs, Matrix.sub_mulVec, impurity_mulVec, Matrix.mulVec_mulVec, (green_inverse h).1,
    Matrix.one_mulVec, sub_smul, one_smul]
  rfl
```

## The determinant and the condition Vg ≠ 1

Let $C=Gu$ be a single column and $R=-V u^\dagger$ a single row. Because $(z-H)C=u$,
$$z-H-V\,uu^\dagger=(z-H)(1+CR).$$
The identity $\det(1+CR)=\det(1+RC)$ leaves a one-by-one determinant, $1+RC=1-Vg$. Hence
$$\det(z-H-V\,uu^\dagger)=\det(z-H)\,(1-Vg).$$
In the code, `hf` is the factorisation, and `Matrix.det_one_add_mul_comm` exchanges the factors.

```lean
/-- Determinant formula: if `z - H` is invertible, then
`det (z - H - V u u†) = det (z - H) (1 - V g)`. -/
theorem det_secular_impurity {z : ℂ} {H : Matrix n n ℂ} (h : IsUnit (secular z H))
    (V : ℂ) (u : n → ℂ) :
    (secular z (H + impurity V u)).det
      = (secular z H).det * (1 - V * localGreen z H u) := by
  let C : Matrix n Unit ℂ := Matrix.of fun i _ => (green z H *ᵥ u) i
  let R : Matrix Unit n ℂ := Matrix.of fun _ j => -V * star (u j)
  have hs : secular z (H + impurity V u) = secular z H - impurity V u := by
    unfold secular; abel
  have hu : secular z H *ᵥ (green z H *ᵥ u) = u := by
    rw [Matrix.mulVec_mulVec, (green_inverse h).1, Matrix.one_mulVec]
  have hC : secular z H * C = Matrix.of fun i _ => u i := by
    ext i k
    exact congrFun hu i
  -- factor out the unperturbed matrix
  have hf : secular z (H + impurity V u) = secular z H * (1 + C * R) := by
    rw [Matrix.mul_add, Matrix.mul_one, ← Matrix.mul_assoc, hC, hs]
    ext i j
    simp only [Matrix.sub_apply, Matrix.add_apply, impurity, Matrix.smul_apply,
      vecMulVec_apply, Matrix.mul_apply, Matrix.of_apply, Finset.univ_unique,
      Finset.sum_singleton, smul_eq_mul, Pi.star_apply, R]
    ring
  -- exchange the factors, which leaves a one-by-one determinant
  rw [hf, Matrix.det_mul, Matrix.det_one_add_mul_comm, Matrix.det_unique (1 + R * C)]
  congr 1
  simp only [Matrix.add_apply, Matrix.one_apply_eq, Matrix.mul_apply, Matrix.of_apply,
    R, C, localGreen, dotProduct, Pi.star_apply]
  rw [sub_eq_add_neg, Finset.mul_sum, ← Finset.sum_neg_distrib]
  congr 1
  exact Finset.sum_congr rfl fun j _ => by ring
```

As $\det(z-H)\neq0$, the left side vanishes exactly when $Vg=1$. The perturbed matrix is therefore invertible if and only if $Vg\neq1$.

```lean
/-- If `z - H` is invertible, then `z - H - V u u†` is invertible exactly when `V g ≠ 1`. -/
theorem isUnit_secular_impurity_iff {z : ℂ} {H : Matrix n n ℂ} (h : IsUnit (secular z H))
    (V : ℂ) (u : n → ℂ) :
    IsUnit (secular z (H + impurity V u)) ↔ V * localGreen z H u ≠ 1 := by
  have hd : (secular z H).det ≠ 0 := ((Matrix.isUnit_iff_isUnit_det _).1 h).ne_zero
  rw [Matrix.isUnit_iff_isUnit_det, det_secular_impurity h, isUnit_iff_ne_zero,
    mul_ne_zero_iff, sub_ne_zero]
  exact ⟨fun k e => k.2 e.symm, fun k => ⟨hd, fun e => k e.symm⟩⟩
```

## The perturbed local Green's function

Let $Vg\neq1$ and write $G'=(z-H-V\,uu^\dagger)^{-1}$. Applying $G'$ to $(z-H-V\,uu^\dagger)Gu=(1-Vg)u$ gives
$$(1-Vg)\,G'u=Gu .$$
The impurity only rescales the response to a source in its own orbital.

```lean
/-- If `z - H` is invertible and `V g ≠ 1`, the perturbed Green's function `G'` satisfies
`(1 - V g) G' u = G u`. -/
theorem green_impurity_mulVec {z : ℂ} {H : Matrix n n ℂ} (h : IsUnit (secular z H))
    {V : ℂ} {u : n → ℂ} (hV : V * localGreen z H u ≠ 1) :
    (1 - V * localGreen z H u) • (green z (H + impurity V u) *ᵥ u) = green z H *ᵥ u := by
  have h' := (isUnit_secular_impurity_iff h V u).2 hV
  rw [← Matrix.mulVec_smul, ← secular_impurity_mulVec_green h, Matrix.mulVec_mulVec,
    (green_inverse h').2, Matrix.one_mulVec]
```

Projecting on $u$ gives $(1-Vg)\,u^\dagger G'u=g$, and division by the nonzero factor yields
$$u^\dagger G'u=\frac{g}{1-Vg}.$$
The projection is the `congrArg` line, and `eq_div_iff` does the division. The theorem also concludes that the perturbed matrix is invertible. This part gives the equation its content: Lean sets both the inverse of a singular matrix and division by zero to zero, so the equation alone would hold even at $Vg=1$.

```lean
/-- Local Dyson equation: if `z - H` is invertible and `V g ≠ 1`, then `z - H - V u u†` is
invertible and the perturbed local Green's function is `g / (1 - V g)`. -/
theorem localGreen_impurity {z : ℂ} {H : Matrix n n ℂ} (h : IsUnit (secular z H))
    {V : ℂ} {u : n → ℂ} (hV : V * localGreen z H u ≠ 1) :
    IsUnit (secular z (H + impurity V u)) ∧
      localGreen z (H + impurity V u) u
        = localGreen z H u / (1 - V * localGreen z H u) := by
  refine ⟨(isUnit_secular_impurity_iff h V u).2 hV, ?_⟩
  have hne : 1 - V * localGreen z H u ≠ 0 := sub_ne_zero.2 hV.symm
  -- project the relation between the two responses on the orbital
  have k := congrArg (fun x => star u ⬝ᵥ x) (green_impurity_mulVec h hV)
  simp only [dotProduct_smul, smul_eq_mul] at k
  rw [eq_div_iff hne, mul_comm]
  exact k
```

With a single basis state, $H=\varepsilon$ and $g=|u|^2/(z-\varepsilon)$. The formula becomes $|u|^2/(z-\varepsilon-V|u|^2)$, which is the same level moved to $\varepsilon+V|u|^2$.

The model could instead have required a Hermitian $H$, a real $V$ and a $z$ off the real axis. Both matrices would then be invertible automatically, and $Vg\neq1$ would follow and need not be assumed. That version would leave out real energies away from the levels of $H$, where the eigenvalues created by the impurity can lie, as well as non-Hermitian Hamiltonians with absorbing terms.

## The Dyson equation and the full Green's function

For an arbitrary perturbation $W$, let $G'$ now be the inverse of $z-H-W$, assumed to exist. Since $W=(z-H)-(z-H-W)$,
$$GWG'=G'-G,\qquad G'WG=G'-G .$$
These are the two orders of the Dyson equation, `e1` and `e2` in the code.

```lean
/-- Dyson equation for any perturbation `W`: if `z - H` and `z - H - W` are invertible, then
`G' = G + G W G'` and `G' = G + G' W G`. -/
theorem dyson {z : ℂ} {H W : Matrix n n ℂ} (h : IsUnit (secular z H))
    (h' : IsUnit (secular z (H + W))) :
    green z (H + W) = green z H + green z H * W * green z (H + W) ∧
      green z (H + W) = green z H + green z (H + W) * W * green z H := by
  have hW : W = secular z H - secular z (H + W) := by
    unfold secular; abel
  obtain ⟨a, b⟩ := green_inverse h
  obtain ⟨a', b'⟩ := green_inverse h'
  have e1 : green z H * W * green z (H + W) = green z (H + W) - green z H := by
    calc green z H * W * green z (H + W)
        = green z H * (secular z H - secular z (H + W)) * green z (H + W) := by rw [← hW]
      _ = green z (H + W) - green z H := by
        rw [mul_sub, sub_mul, b, one_mul, mul_assoc, a', mul_one]
  have e2 : green z (H + W) * W * green z H = green z (H + W) - green z H := by
    calc green z (H + W) * W * green z H
        = green z (H + W) * (secular z H - secular z (H + W)) * green z H := by rw [← hW]
      _ = green z (H + W) - green z H := by
        rw [mul_sub, sub_mul, b', one_mul, mul_assoc, a, mul_one]
  exact ⟨by rw [e1]; abel, by rw [e2]; abel⟩
```

For $W=V\,uu^\dagger$ and $Vg\neq1$, the rescaling of $G'u$ gives
$$G'W=V(G'u)u^\dagger=\frac{V}{1-Vg}\,G\,uu^\dagger .$$
Inserting this in $G'=G+G'WG$ closes the equation:
$$G'=G+\frac{V}{1-Vg}\,G\,uu^\dagger G .$$
The factor $V/(1-Vg)$ is the T-matrix amplitude of the impurity. No series in $V$ is summed, so $|Vg|$ need not be small.

```lean
/-- T-matrix form: if `z - H` is invertible and `V g ≠ 1`, the full perturbed Green's function
is `G + V / (1 - V g) G u u† G`. -/
theorem green_impurity {z : ℂ} {H : Matrix n n ℂ} (h : IsUnit (secular z H))
    {V : ℂ} {u : n → ℂ} (hV : V * localGreen z H u ≠ 1) :
    green z (H + impurity V u) = green z H +
      (V / (1 - V * localGreen z H u)) • (green z H * vecMulVec u (star u) * green z H) := by
  have hne : 1 - V * localGreen z H u ≠ 0 := sub_ne_zero.2 hV.symm
  have h' := (isUnit_secular_impurity_iff h V u).2 hV
  -- the perturbed response to the orbital is a rescaled unperturbed one
  have k : green z (H + impurity V u) * impurity V u
      = (V / (1 - V * localGreen z H u)) • (green z H * vecMulVec u (star u)) := by
    rw [impurity, Matrix.mul_smul, Matrix.mul_vecMulVec, Matrix.mul_vecMulVec,
      ← impurity, ← green_impurity_mulVec h hV]
    ext i j
    simp only [Matrix.smul_apply, vecMulVec_apply, Pi.smul_apply, smul_eq_mul]
    field_simp
  rw [← Matrix.smul_mul, ← k]
  exact (dyson h h').2
```

## The eigenstate at Vg = 1

Now let $Vg=1$, with $z-H$ still invertible. The vector $Gu$ is nonzero, since $Gu=0$ would give $g=0$. If $(H+V\,uu^\dagger)\psi=z\psi$, then
$$(z-H)\psi=V(u^\dagger\psi)\,u,\qquad\text{so}\qquad \psi=V(u^\dagger\psi)\,Gu .$$
Conversely, $(z-H-V\,uu^\dagger)Gu=(1-Vg)u=0$, so every multiple of $Gu$ solves the eigenvalue equation. The eigenspace is thus the line through $Gu$, and a normalised eigenvector is $Gu/\|Gu\|$. The name `bound_state` suggests the usual application to a level split off from a band; the theorem itself concerns the eigenvalue equation of a finite matrix and makes no statement about localisation.

```lean
/-- If `z - H` is invertible and `V g = 1`, then `G u` is nonzero and the solutions of
`(H + V u u†) ψ = z ψ` are exactly the multiples of `G u`. -/
theorem bound_state {z : ℂ} {H : Matrix n n ℂ} (h : IsUnit (secular z H))
    {V : ℂ} {u : n → ℂ} (hV : V * localGreen z H u = 1) :
    green z H *ᵥ u ≠ 0 ∧ ∀ ψ : n → ℂ,
      (H + impurity V u) *ᵥ ψ = z • ψ ↔ ∃ c : ℂ, ψ = c • (green z H *ᵥ u) := by
  have key : ∀ (K : Matrix n n ℂ) (x : n → ℂ), secular z K *ᵥ x = z • x - K *ᵥ x := by
    intro K x
    simp only [secular, Matrix.sub_mulVec, Matrix.smul_mulVec, Matrix.one_mulVec]
  refine ⟨fun h0 => ?_, fun ψ => ⟨fun hψ => ⟨V * (star u ⬝ᵥ ψ), ?_⟩, ?_⟩⟩
  · simp [localGreen, h0] at hV
  · -- the impurity term is the source of the wave
    have e : secular z H *ᵥ ψ = (V * (star u ⬝ᵥ ψ)) • u := by
      rw [key, ← hψ, Matrix.add_mulVec, impurity_mulVec, add_sub_cancel_left]
    rw [← Matrix.mulVec_smul, ← e, Matrix.mulVec_mulVec, (green_inverse h).2,
      Matrix.one_mulVec]
  · rintro ⟨c, rfl⟩
    have e : secular z (H + impurity V u) *ᵥ (c • (green z H *ᵥ u)) = 0 := by
      rw [Matrix.mulVec_smul, secular_impurity_mulVec_green h, hV, sub_self, zero_smul,
        smul_zero]
    rw [key] at e
    exact (sub_eq_zero.1 e).symm

end

end LocalImpurityDyson
```

```lean
#print axioms LocalImpurityDyson.localGreen_impurity
#print axioms LocalImpurityDyson.green_impurity
#print axioms LocalImpurityDyson.bound_state
```

```
'LocalImpurityDyson.localGreen_impurity' depends on axioms: [propext, Classical.choice, Quot.sound]
'LocalImpurityDyson.green_impurity' depends on axioms: [propext, Classical.choice, Quot.sound]
'LocalImpurityDyson.bound_state' depends on axioms: [propext, Classical.choice, Quot.sound]
```
